# End-point d occupations bound the change in adsorbed-minus-clean ground energy for finite Hermitian Hamiltonians linear in the d centre

## Which d occupation multiplies the shift?

Take one electron shared between an adsorbate orbital at energy $0$ and a d orbital at energy $c$, with coupling $1$. For the clean reference, leave the electron in the d orbital alone, with energy $c$. At $c=0$ the coupled ground energy is $-1$ and the d occupation is $1/2$. At $c=3/2$ they are $-1/2$ and $1/5$. The clean occupation is $1$ throughout, so the adsorbed-minus-clean energy goes from $-1$ to $-2$, a change of $-1$.

I wanted to get that change from the d-charge transfer. Using the initial occupations gives $\tfrac32(\tfrac12-1)=-0.75$; using the final ones gives $\tfrac32(\tfrac15-1)=-1.2$. The true value lies in between. Is that always so? And if the clean occupation also changes with $c$, which end point should I take it from?

## Each ground state is a trial state at the other d centre

Your change is trapped in general, but the bounds mix the end points: when the adsorbed occupation is taken at one d centre, the clean occupation must be taken at the other. In your example the clean occupation is constant, which hides this.

Let the adsorbed Hamiltonian be $A+cP$ and the clean one $B+cQ$, all four matrices finite and Hermitian. Write $E_a(c)$, $E_b(c)$ for their lowest eigenvalues, $\Delta E=E_a-E_b$, and $n_a(c)$, $n_b(c)$ for the expectation values of $P$ and $Q$ in normalised ground states at $c$. The result is

$$(c'-c)\,[n_a(c')-n_b(c)]\;\le\;\Delta E(c')-\Delta E(c)\;\le\;(c'-c)\,[n_a(c)-n_b(c')].$$

**The variational step.** Expand a normalised state $\varphi=\sum_i a_i\varphi_i$ in orthonormal eigenvectors of a Hermitian $H$ with eigenvalues $\varepsilon_i$. Then $\langle\varphi|H|\varphi\rangle=\sum_i|a_i|^2\varepsilon_i$, which is at least the lowest eigenvalue because the weights sum to $1$.

Now use the adsorbed ground state $\psi$ at $c$ as a trial state at $c'$:

$$E_a(c')\le\langle\psi|A+c'P|\psi\rangle=\langle\psi|A+cP|\psi\rangle+(c'-c)\langle\psi|P|\psi\rangle=E_a(c)+(c'-c)\,n_a(c).$$

Exchanging $c$ and $c'$ gives $E_a(c)\le E_a(c')+(c-c')\,n_a(c')$. Together,

$$(c'-c)\,n_a(c')\le E_a(c')-E_a(c)\le(c'-c)\,n_a(c).$$

**The subtraction.** The same pair holds for the clean system with $n_b$. An upper bound on $\Delta E(c')-\Delta E(c)$ needs the upper bound for the adsorbed system and the lower bound for the clean one, hence $n_a(c)$ with $n_b(c')$. The lower bound needs the opposite choice. The sign of $c'-c$ was never used.

If $c<c'$ and $n_a(c)<n_b(c')$, the upper bound is negative, so raising the d centre strictly lowers $\Delta E$. Your example satisfies this, since $1/2<1$.

**The slope.** Suppose $E_a$ is differentiable at $c$. The function $f(x)=E_a(x)-(x-c)\,n_a(c)$ satisfies $f(x)\le E_a(c)=f(c)$, so it has a maximum at $x=c$. Hence $0=f'(c)=E_a'(c)-n_a(c)$. If $E_b$ is differentiable there too, subtraction gives $\Delta E'(c)=n_a(c)-n_b(c)$.

When both systems have a single state, $A=a$, $P=p$, $B=b$, $Q=q$ are real numbers, and both bounds become the equality $\Delta E(c')-\Delta E(c)=(c'-c)(p-q)$. No state can relax, so there is no gap between the bounds.

### What the Lean statements say about the two systems

The types `n` and `m` index the basis states of the adsorbed and clean systems, which may differ in size. `shifted A P c` is $A+cP$, and `energyLevels` is the set of real eigenvalues, with `groundEnergy` its infimum. `IsGroundState` asks for a normalised eigenvector at that energy. `mean P ψ` is the real part of $\langle\psi|P|\psi\rangle$, which for Hermitian $P$ is the whole expectation value.

In `adsorptionEnergy_bounds`, `ψ` and `χ` are the adsorbed and clean ground states at `c`, and `ψ'` and `χ'` are those at `c'`. They are arbitrary ground states, so degeneracy is allowed, and no order of `c` and `c'` is assumed. `exists_groundState` supplies such states whenever the space is nonzero. `adsorptionEnergy_lt` is the strict lowering, and `adsorptionEnergy_slope` is the derivative formula.

The operators `P` and `Q` need only be Hermitian; that they count d electrons is the physical reading. The matrices $A$, $P$, $B$, $Q$ stay fixed while $c$ moves, which represents a rigid shift of the d levels, the same in both systems, with unchanged couplings and interactions. Replacing one metal by another generally changes more than that. The d centre $c$ is here a parameter of the Hamiltonian, on a fixed energy scale. The d-band centre usually quoted from a calculation is the mean energy of the d-projected density of states relative to the Fermi level, and it need not move by $c'-c$. The lowest eigenvalue is a total electronic energy if the matrices act on a many-electron space of fixed electron number; for one-electron matrices it is the energy of one electron, not a sum over filled levels. The energy of the free adsorbate is absent from `adsorptionEnergy`, but if it does not depend on $c$ it cancels from every change considered here.

Within this finite model with a linear d-centre parameter, the result ties the d-band trend of stronger adsorption at a higher d centre to a comparison of d occupations.

```lean
import Mathlib

open Matrix
open scoped ComplexOrder

namespace DBandModel

noncomputable section

variable {n m : Type*} [Fintype n] [Fintype m]

/-- The energy levels of a Hamiltonian: its real eigenvalues. -/
def energyLevels (H : Matrix n n ℂ) : Set ℝ :=
  {E | ∃ φ : n → ℂ, φ ≠ 0 ∧ H *ᵥ φ = (E : ℂ) • φ}

/-- The ground energy of a Hermitian Hamiltonian on a nonzero finite-dimensional space:
the infimum of its energy levels. -/
def groundEnergy (H : Matrix n n ℂ) : ℝ := sInf (energyLevels H)

/-- The real part of the expectation value of `X` in the state `ψ`. For a d-number operator
and a normalised state this is the d occupation. -/
def mean (X : Matrix n n ℂ) (ψ : n → ℂ) : ℝ := (star ψ ⬝ᵥ X *ᵥ ψ).re

/-- A ground state: a normalised eigenvector at the ground energy. -/
structure IsGroundState (H : Matrix n n ℂ) (ψ : n → ℂ) : Prop where
  normalized : star ψ ⬝ᵥ ψ = 1
  eigen : H *ᵥ ψ = (groundEnergy H : ℂ) • ψ

/-- The Hamiltonian `A + c P`, in which the d centre `c` multiplies the d-number operator `P`. -/
def shifted (A P : Matrix n n ℂ) (c : ℝ) : Matrix n n ℂ := A + (c : ℂ) • P

/-- The ground energy of the adsorbed system `A + c P` minus that of the clean
system `B + c Q`, as a function of the d centre `c`. -/
def adsorptionEnergy (A P : Matrix n n ℂ) (B Q : Matrix m m ℂ) (c : ℝ) : ℝ :=
  groundEnergy (shifted A P c) - groundEnergy (shifted B Q c)

variable [DecidableEq n] [DecidableEq m]

/-- Every energy level of a Hermitian Hamiltonian is one of the finitely many eigenvalues
in its spectral decomposition. -/
theorem energyLevels_subset {H : Matrix n n ℂ} (hH : H.IsHermitian) :
    energyLevels H ⊆ Set.range hH.eigenvalues := by
  rintro E ⟨φ, hφ, hE⟩
  rw [← hH.spectrum_real_eq_range_eigenvalues, spectrum.mem_iff]
  rintro ⟨u, hu⟩
  -- an invertible `E - H` could not annihilate the eigenvector
  have h0 : (u : Matrix n n ℂ) *ᵥ φ = 0 := by
    rw [hu, Algebra.algebraMap_eq_smul_one, Matrix.sub_mulVec, hE, Matrix.smul_mulVec,
      Matrix.one_mulVec]
    ext i
    simp
  apply hφ
  calc φ = ((↑u⁻¹ : Matrix n n ℂ) * (u : Matrix n n ℂ)) *ᵥ φ := by
        rw [Units.inv_mul, Matrix.one_mulVec]
    _ = 0 := by rw [← Matrix.mulVec_mulVec, h0, Matrix.mulVec_zero]

/-- Each eigenvalue in the spectral decomposition of a Hermitian Hamiltonian has a
normalised eigenvector. -/
theorem exists_eigenstate {H : Matrix n n ℂ} (hH : H.IsHermitian) (i : n) :
    ∃ φ : n → ℂ, star φ ⬝ᵥ φ = 1 ∧ H *ᵥ φ = (hH.eigenvalues i : ℂ) • φ := by
  refine ⟨(hH.eigenvectorBasis i).ofLp, ?_, ?_⟩
  · have h := hH.eigenvectorBasis.orthonormal.1 i
    have h2 : inner ℂ (hH.eigenvectorBasis i) (hH.eigenvectorBasis i) = (1 : ℂ) := by
      rw [inner_self_eq_norm_sq_to_K, h]
      simp
    rw [EuclideanSpace.inner_eq_star_dotProduct, dotProduct_comm] at h2
    exact h2
  · refine (hH.mulVec_eigenvectorBasis i).trans ?_
    ext k
    simp

/-- A Hermitian Hamiltonian on a nonzero finite-dimensional space has a ground state. -/
theorem exists_groundState [Nonempty n] {H : Matrix n n ℂ} (hH : H.IsHermitian) :
    ∃ ψ, IsGroundState H ψ := by
  obtain ⟨φ, h1, h2⟩ := exists_eigenstate hH (Classical.arbitrary n)
  have hne : (energyLevels H).Nonempty :=
    ⟨_, φ, by rintro rfl; simp at h1, h2⟩
  -- a finite nonempty set of levels contains its infimum
  have hmem := hne.csInf_mem ((Set.finite_range hH.eigenvalues).subset (energyLevels_subset hH))
  obtain ⟨i, hi⟩ := energyLevels_subset hH hmem
  obtain ⟨ψ, h3, h4⟩ := exists_eigenstate hH i
  exact ⟨ψ, h3, by rw [h4, hi, groundEnergy]⟩

/-- Variational principle: the mean energy of a normalised state under a Hermitian
Hamiltonian is at least the ground energy. -/
theorem groundEnergy_le_mean {H : Matrix n n ℂ} (hH : H.IsHermitian) {φ : n → ℂ}
    (hφ : star φ ⬝ᵥ φ = 1) : groundEnergy H ≤ mean H φ := by
  have hM : (H - (groundEnergy H : ℂ) • (1 : Matrix n n ℂ)).IsHermitian := by
    unfold Matrix.IsHermitian
    rw [conjTranspose_sub, conjTranspose_smul, conjTranspose_one, hH.eq]
    simp
  -- measured from the ground energy, no level is negative
  have hpos : (H - (groundEnergy H : ℂ) • (1 : Matrix n n ℂ)).PosSemidef := by
    rw [hM.posSemidef_iff_eigenvalues_nonneg]
    intro i
    obtain ⟨v, h1, h2⟩ := exists_eigenstate hM i
    have hmem : hM.eigenvalues i + groundEnergy H ∈ energyLevels H := by
      refine ⟨v, by rintro rfl; simp at h1, ?_⟩
      rw [Matrix.sub_mulVec, Matrix.smul_mulVec, Matrix.one_mulVec, sub_eq_iff_eq_add] at h2
      rw [h2, Complex.ofReal_add, add_smul]
    have hle : groundEnergy H ≤ hM.eigenvalues i + groundEnergy H :=
      csInf_le ((Set.finite_range hH.eigenvalues).subset (energyLevels_subset hH)).bddBelow hmem
    change 0 ≤ hM.eigenvalues i
    linarith
  have h := hpos.dotProduct_mulVec_nonneg φ
  rw [Matrix.sub_mulVec, Matrix.smul_mulVec, Matrix.one_mulVec, dotProduct_sub,
    dotProduct_smul, hφ] at h
  have h' := (Complex.le_def.1 h).1
  simpa [mean] using h'

/-- Tangent bound: for Hermitian `A` and `P`, moving the d centre from `c` to `c'` raises the
ground energy by at most `c' - c` times the d occupation of a ground state at `c`. -/
theorem groundEnergy_le_tangent {A P : Matrix n n ℂ} (hA : A.IsHermitian) (hP : P.IsHermitian)
    {c : ℝ} (c' : ℝ) {ψ : n → ℂ} (hψ : IsGroundState (shifted A P c) ψ) :
    groundEnergy (shifted A P c') ≤ groundEnergy (shifted A P c) + (c' - c) * mean P ψ := by
  have hH : (shifted A P c').IsHermitian := by
    unfold Matrix.IsHermitian shifted
    rw [conjTranspose_add, conjTranspose_smul, hA.eq, hP.eq]
    simp
  have hlin : ∀ x : ℝ, mean (shifted A P x) ψ = mean A ψ + x * mean P ψ := by
    intro x
    simp [mean, shifted, Matrix.add_mulVec, Matrix.smul_mulVec, dotProduct_add, dotProduct_smul]
  have hE : mean (shifted A P c) ψ = groundEnergy (shifted A P c) := by
    rw [mean, hψ.eigen, dotProduct_smul, hψ.normalized]
    simp
  -- the old ground state is a trial state for the new Hamiltonian
  have htrial := groundEnergy_le_mean hH hψ.normalized
  rw [hlin] at htrial hE
  linarith

/-- Two-sided d-band bound: for Hermitian `A, P, B, Q` and ground states at the d centres `c`
and `c'`, the change of the adsorbed-minus-clean energy lies between `c' - c` times
`na(c') - nb(c)` and `c' - c` times `na(c) - nb(c')`, with `na`, `nb` the d occupations. -/
theorem adsorptionEnergy_bounds {A P : Matrix n n ℂ} {B Q : Matrix m m ℂ}
    (hA : A.IsHermitian) (hP : P.IsHermitian) (hB : B.IsHermitian) (hQ : Q.IsHermitian)
    {c c' : ℝ} {ψ ψ' : n → ℂ} {χ χ' : m → ℂ}
    (hψ : IsGroundState (shifted A P c) ψ) (hψ' : IsGroundState (shifted A P c') ψ')
    (hχ : IsGroundState (shifted B Q c) χ) (hχ' : IsGroundState (shifted B Q c') χ') :
    (c' - c) * (mean P ψ' - mean Q χ)
        ≤ adsorptionEnergy A P B Q c' - adsorptionEnergy A P B Q c ∧
      adsorptionEnergy A P B Q c' - adsorptionEnergy A P B Q c
        ≤ (c' - c) * (mean P ψ - mean Q χ') := by
  have h1 := groundEnergy_le_tangent hA hP c' hψ
  have h2 := groundEnergy_le_tangent hA hP c hψ'
  have h3 := groundEnergy_le_tangent hB hQ c' hχ
  have h4 := groundEnergy_le_tangent hB hQ c hχ'
  unfold adsorptionEnergy
  constructor <;> linarith

/-- For Hermitian `A, P, B, Q`, raising the d centre from `c` to `c'` strictly lowers the
adsorbed-minus-clean energy if the adsorbed d occupation at `c` is below the clean one at `c'`. -/
theorem adsorptionEnergy_lt {A P : Matrix n n ℂ} {B Q : Matrix m m ℂ}
    (hA : A.IsHermitian) (hP : P.IsHermitian) (hB : B.IsHermitian) (hQ : Q.IsHermitian)
    {c c' : ℝ} (hc : c < c') {ψ : n → ℂ} {χ' : m → ℂ}
    (hψ : IsGroundState (shifted A P c) ψ) (hχ' : IsGroundState (shifted B Q c') χ')
    (hocc : mean P ψ < mean Q χ') :
    adsorptionEnergy A P B Q c' < adsorptionEnergy A P B Q c := by
  have h1 := groundEnergy_le_tangent hA hP c' hψ
  have h2 := groundEnergy_le_tangent hB hQ c hχ'
  have h3 := mul_pos (sub_pos.2 hc) (sub_pos.2 hocc)
  unfold adsorptionEnergy
  linarith

/-- Hellmann–Feynman theorem for the d centre: for Hermitian `A` and `P`, if the ground energy
has a derivative at `c`, it equals the d occupation of any ground state at `c`. -/
theorem hellmann_feynman {A P : Matrix n n ℂ} (hA : A.IsHermitian) (hP : P.IsHermitian)
    {c s : ℝ} {ψ : n → ℂ} (hψ : IsGroundState (shifted A P c) ψ)
    (hs : HasDerivAt (fun x => groundEnergy (shifted A P x)) s c) : s = mean P ψ := by
  -- the energy minus its tangent line is largest at `c`
  have hmax : IsLocalMax
      (fun x => groundEnergy (shifted A P x) - (x - c) * mean P ψ) c := by
    refine Filter.Eventually.of_forall (fun x => ?_)
    have h := groundEnergy_le_tangent hA hP x hψ
    simp only [sub_self, zero_mul, sub_zero]
    linarith
  have hd := hs.fun_sub (((hasDerivAt_id' c).sub_const c).mul_const (mean P ψ))
  have h0 := hmax.hasDerivAt_eq_zero hd
  linarith

/-- For Hermitian `A, P, B, Q`, where both ground energies are differentiable in the d centre,
the slope of the adsorbed-minus-clean energy is the adsorbed minus the clean d occupation. -/
theorem adsorptionEnergy_slope {A P : Matrix n n ℂ} {B Q : Matrix m m ℂ}
    (hA : A.IsHermitian) (hP : P.IsHermitian) (hB : B.IsHermitian) (hQ : Q.IsHermitian)
    {c : ℝ} {ψ : n → ℂ} {χ : m → ℂ}
    (hψ : IsGroundState (shifted A P c) ψ) (hχ : IsGroundState (shifted B Q c) χ)
    (ha : DifferentiableAt ℝ (fun x => groundEnergy (shifted A P x)) c)
    (hb : DifferentiableAt ℝ (fun x => groundEnergy (shifted B Q x)) c) :
    HasDerivAt (adsorptionEnergy A P B Q) (mean P ψ - mean Q χ) c := by
  have h := ha.hasDerivAt.fun_sub hb.hasDerivAt
  rw [hellmann_feynman hA hP hψ ha.hasDerivAt, hellmann_feynman hB hQ hχ hb.hasDerivAt] at h
  exact h

end

end DBandModel
```

```lean
#print axioms DBandModel.exists_groundState
#print axioms DBandModel.adsorptionEnergy_bounds
#print axioms DBandModel.adsorptionEnergy_lt
#print axioms DBandModel.adsorptionEnergy_slope
```

```
'DBandModel.exists_groundState' depends on axioms: [propext, Classical.choice, Quot.sound]
'DBandModel.adsorptionEnergy_bounds' depends on axioms: [propext, Classical.choice, Quot.sound]
'DBandModel.adsorptionEnergy_lt' depends on axioms: [propext, Classical.choice, Quot.sound]
'DBandModel.adsorptionEnergy_slope' depends on axioms: [propext, Classical.choice, Quot.sound]
```

### From eigenvalues to the bounds in the code

`energyLevels_subset` shows that every level occurs in Mathlib's finite list of eigenvalues: if $E$ were not in the spectrum, $E-H$ would be invertible, yet it sends a nonzero eigenvector to zero. `exists_eigenstate` provides a normalised eigenvector for each entry of that list. Since a finite nonempty set contains its infimum, `exists_groundState` follows.

`groundEnergy_le_mean` is the variational step in a slightly different form from the expansion above. It shows that $H-E_0$, with $E_0$ the ground energy, is positive semidefinite: an eigenvalue $\mu$ of $H-E_0$ makes $\mu+E_0$ a level of $H$, so $\mu\ge0$. Taking the expectation value in $\varphi$ then gives the inequality.

`groundEnergy_le_tangent` is the trial-state argument. Its step `hlin` says that the mean energy in a fixed state is linear in the d centre, `hE` evaluates it at the old centre, and `htrial` applies the variational principle at the new one. `adsorptionEnergy_bounds` calls this lemma four times, once for each system and direction, and `linarith` does the subtraction. `adsorptionEnergy_lt` needs only the two calls behind the upper bound, plus the positivity of $(c'-c)(n_b(c')-n_a(c))$.

`hellmann_feynman` treats the ground energy and a parameter that enters linearly, with the derivative assumed to exist. Its `hmax` is the maximum of $f$ at $c$, and `hasDerivAt_eq_zero` sets the derivative there to zero. `adsorptionEnergy_slope` applies it to both systems and subtracts.

### A level crossing where the slope formula fails

The slope formula requires each ground energy to be differentiable; differentiability of $\Delta E$ alone is not enough. Take $A=B=0$ and $P=Q=\mathrm{diag}(0,1)$. Both ground energies are $\min(0,c)$, with a kink at $c=0$, while $\Delta E$ is zero everywhere and has slope $0$. At the crossing, $(1,0)$ is a ground state of the adsorbed system with occupation $0$, and $(0,1)$ is one of the clean system with occupation $1$. The formula would give a slope of $-1$. The two-sided bounds still hold at this point, for any choice of ground states.
